# The Wu–Cohen constant c depends on whether x(s) or F(s) is matched at fourth order

In a solid whose electron density varies slowly, exchange has a gradient expansion, and the Wu–Cohen functional contains a constant \(c\) that can be adjusted to the fourth-order term of that expansion, once the density Laplacian in that term is expressed through the reduced gradient \(s\). The value of \(c\) depends on whether that term is imposed on the enhancement factor \(F(s)\) or on the argument \(x(s)\) inside it.

```lean
import Mathlib

open Filter Topology

namespace WuCohenExchange

noncomputable section

/-- The PBE form `1 + κ - κ / (1 + x / κ)` of the exchange enhancement factor, as a function
of its argument `x`; its domain is `κ ≠ 0`, `κ + x ≠ 0`. -/
def pbeForm (κ x : ℝ) : ℝ := 1 + κ - κ / (1 + x / κ)

/-- The Wu-Cohen argument `x(s)` as a function of the reduced density gradient `s`;
its domain is `1 + c s⁴ > 0`. -/
def wcArgument (μ c s : ℝ) : ℝ :=
  10 / 81 * s ^ 2 + (μ - 10 / 81) * s ^ 2 * Real.exp (-s ^ 2) + Real.log (1 + c * s ^ 4)

/-- The Wu-Cohen exchange enhancement factor: the PBE form evaluated at the Wu-Cohen argument,
on the domain where both are defined. -/
def wcFactor (κ μ c s : ℝ) : ℝ := pbeForm κ (wcArgument μ c s)

/-- The coefficient of `s⁴` in `(146/2025) q² - (73/405) q s²` when the reduced Laplacian `q`
is replaced by `(2/3) s²`. -/
def quarticTarget : ℝ := 146 / 2025 * (2 / 3) ^ 2 - 73 / 405 * (2 / 3)

/-- If `f` vanishes at zero and has slope `a` there, then `f(sⁿ) / sⁿ` tends to `a` as `s`
tends to zero, for every positive integer `n`. -/
theorem tendsto_comp_pow_div {f : ℝ → ℝ} {a : ℝ} (hf : HasDerivAt f a 0) (h0 : f 0 = 0)
    {n : ℕ} (hn : n ≠ 0) :
    Tendsto (fun s : ℝ => f (s ^ n) / s ^ n) (𝓝[≠] 0) (𝓝 a) := by
  have hpow : Tendsto (fun s : ℝ => s ^ n) (𝓝[≠] 0) (𝓝[≠] 0) := by
    refine tendsto_nhdsWithin_iff.mpr ⟨?_, ?_⟩
    · have h : Tendsto (fun s : ℝ => s ^ n) (𝓝 0) (𝓝 ((0 : ℝ) ^ n)) :=
        (continuous_pow n).tendsto 0
      rw [zero_pow hn] at h
      exact h.mono_left nhdsWithin_le_nhds
    · filter_upwards [self_mem_nhdsWithin] with s hs
      exact pow_ne_zero n hs
  have hslope := (hasDerivAt_iff_tendsto_slope_zero.mp hf).comp hpow
  refine hslope.congr fun s => ?_
  simp [h0, div_eq_inv_mul]

/-- The PBE form equals `1 + x` minus the remainder `x² / (κ + x)`. -/
theorem pbeForm_eq {κ x : ℝ} (hκ : κ ≠ 0) (hx : κ + x ≠ 0) :
    pbeForm κ x = 1 + x - x ^ 2 / (κ + x) := by
  have h : 1 + x / κ = (κ + x) / κ := by rw [add_div, div_self hκ]
  rw [pbeForm, h]
  field_simp
  ring

/-- For any argument `x(s)` with expansion `μ s² + a s⁴` to fourth order, the PBE form has
fourth-order coefficient `a - μ² / κ`. -/
theorem pbeForm_quartic {κ μ a : ℝ} (hκ : κ ≠ 0) {x : ℝ → ℝ}
    (h : Tendsto (fun s => (x s - μ * s ^ 2) / s ^ 4) (𝓝[≠] 0) (𝓝 a)) :
    Tendsto (fun s => (pbeForm κ (x s) - 1 - μ * s ^ 2) / s ^ 4) (𝓝[≠] 0)
      (𝓝 (a - μ ^ 2 / κ)) := by
  have hs2 : Tendsto (fun s : ℝ => s ^ 2) (𝓝[≠] 0) (𝓝 0) := by
    have h2 : Tendsto (fun s : ℝ => s ^ 2) (𝓝 0) (𝓝 ((0 : ℝ) ^ 2)) :=
      (continuous_pow 2).tendsto 0
    rw [zero_pow two_ne_zero] at h2
    exact h2.mono_left nhdsWithin_le_nhds
  -- the leading behaviour x(s) / s² → μ
  have hr : Tendsto (fun s => x s / s ^ 2) (𝓝[≠] 0) (𝓝 μ) := by
    have h1 := (hs2.mul h).const_add μ
    rw [zero_mul, add_zero] at h1
    refine h1.congr' ?_
    filter_upwards [self_mem_nhdsWithin] with s hs
    have hs' : s ≠ 0 := hs
    field_simp
    ring
  -- hence x(s) → 0 and the denominator κ + x(s) stays away from zero
  have hden : Tendsto (fun s => κ + x s) (𝓝[≠] 0) (𝓝 κ) := by
    have h1 := (hs2.mul hr).const_add κ
    rw [zero_mul, add_zero] at h1
    refine h1.congr' ?_
    filter_upwards [self_mem_nhdsWithin] with s hs
    have hs' : s ≠ 0 := hs
    field_simp
  have hlim : Tendsto (fun s => (x s - μ * s ^ 2) / s ^ 4 - (x s / s ^ 2) ^ 2 / (κ + x s))
      (𝓝[≠] 0) (𝓝 (a - μ ^ 2 / κ)) := h.sub ((hr.pow 2).div hden hκ)
  refine hlim.congr' ?_
  filter_upwards [self_mem_nhdsWithin, hden.eventually_ne hκ] with s hs hd
  have hs' : s ≠ 0 := hs
  rw [pbeForm_eq hκ hd]
  field_simp
  ring

/-- The Wu-Cohen argument has the expansion `μ s² + (c - (μ - 10/81)) s⁴` to fourth order. -/
theorem wcArgument_quartic (μ c : ℝ) :
    Tendsto (fun s => (wcArgument μ c s - μ * s ^ 2) / s ^ 4) (𝓝[≠] 0)
      (𝓝 (c - (μ - 10 / 81))) := by
  have hexp : HasDerivAt (fun t : ℝ => Real.exp (-t) - 1) (-1) 0 :=
    ((hasDerivAt_id' (0 : ℝ)).fun_neg.exp.sub_const 1).congr_deriv (by simp)
  have hlog : HasDerivAt (fun t : ℝ => Real.log (1 + c * t)) c 0 :=
    ((((hasDerivAt_id' (0 : ℝ)).const_mul c).const_add 1).log (by simp)).congr_deriv (by simp)
  have h1 := tendsto_comp_pow_div hexp (by simp) two_ne_zero
  have h2 := tendsto_comp_pow_div hlog (by simp) four_ne_zero
  have h3 := (h1.const_mul (μ - 10 / 81)).add h2
  have e : (μ - 10 / 81) * (-1) + c = c - (μ - 10 / 81) := by ring
  rw [e] at h3
  refine h3.congr' ?_
  filter_upwards [self_mem_nhdsWithin] with s hs
  have hs' : s ≠ 0 := hs
  rw [wcArgument]
  field_simp
  ring

/-- The fourth-order coefficient of the Wu-Cohen enhancement factor at small reduced gradient
is `c - (μ - 10/81) - μ² / κ`. -/
theorem wcFactor_quartic {κ : ℝ} (hκ : κ ≠ 0) (μ c : ℝ) :
    Tendsto (fun s => (wcFactor κ μ c s - 1 - μ * s ^ 2) / s ^ 4) (𝓝[≠] 0)
      (𝓝 (c - (μ - 10 / 81) - μ ^ 2 / κ)) :=
  pbeForm_quartic hκ (wcArgument_quartic μ c)

/-- The enhancement factor has the prescribed fourth-order coefficient `β` exactly when
`c = β + (μ - 10/81) + μ² / κ`. -/
theorem wcFactor_constant_iff {κ : ℝ} (hκ : κ ≠ 0) (μ c β : ℝ) :
    Tendsto (fun s => (wcFactor κ μ c s - 1 - μ * s ^ 2) / s ^ 4) (𝓝[≠] 0) (𝓝 β) ↔
      c = β + (μ - 10 / 81) + μ ^ 2 / κ := by
  constructor
  · intro h
    have := tendsto_nhds_unique h (wcFactor_quartic hκ μ c)
    linarith
  · intro h
    have e : β = c - (μ - 10 / 81) - μ ^ 2 / κ := by linarith
    rw [e]
    exact wcFactor_quartic hκ μ c

/-- With `μ = 0.21951`, matching the fourth-order coefficient of the argument `x(s)` to
`quarticTarget` gives `c = 0.00793` to within `10⁻⁵`. -/
theorem constant_from_argument {c : ℝ}
    (h : Tendsto (fun s => (wcArgument 0.21951 c s - 0.21951 * s ^ 2) / s ^ 4) (𝓝[≠] 0)
      (𝓝 quarticTarget)) :
    |c - 0.00793| < 1 / 10 ^ 5 := by
  have e := tendsto_nhds_unique h (wcArgument_quartic 0.21951 c)
  rw [quarticTarget] at e
  rw [abs_lt]
  constructor <;> norm_num at e ⊢ <;> linarith

/-- With `μ = 0.21951` and `κ = 0.804`, matching the fourth-order coefficient of the enhancement
factor itself to `quarticTarget` gives `c = 0.06786` to within `10⁻⁵`. -/
theorem constant_from_factor {c : ℝ}
    (h : Tendsto (fun s => (wcFactor 0.804 0.21951 c s - 1 - 0.21951 * s ^ 2) / s ^ 4)
      (𝓝[≠] 0) (𝓝 quarticTarget)) :
    |c - 0.06786| < 1 / 10 ^ 5 := by
  have e := (wcFactor_constant_iff (by norm_num) _ _ _).mp h
  rw [e, quarticTarget, abs_lt]
  constructor <;> norm_num

end

end WuCohenExchange
```

```lean
#print axioms WuCohenExchange.constant_from_argument
-- 'WuCohenExchange.constant_from_argument' depends on axioms: [propext, Classical.choice, Quot.sound]
#print axioms WuCohenExchange.constant_from_factor
-- 'WuCohenExchange.constant_from_factor' depends on axioms: [propext, Classical.choice, Quot.sound]
```

## The functional and its fourth-order target

For a density \(n\), the reduced gradient and the reduced Laplacian are
\[
s=\frac{|\nabla n|}{2(3\pi^2)^{1/3}n^{4/3}},\qquad
q=\frac{\nabla^2 n}{4(3\pi^2)^{2/3}n^{5/3}} .
\]
The enhancement factor \(F(s)\) multiplies the exchange energy density of the uniform electron gas. In the Wu–Cohen functional it is
\[
F=1+\kappa-\frac{\kappa}{1+x/\kappa},
\]
\[
x(s)=\tfrac{10}{81}s^2+\left(\mu-\tfrac{10}{81}\right)s^2e^{-s^2}+\ln(1+cs^4).
\]
In the file, `pbeForm` is the outer formula, `wcArgument` is \(x(s)\), and `wcFactor` is their composition. The parameter \(\kappa\) limits the enhancement at large \(x\), \(\mu\) is the coefficient of \(s^2\) at small \(s\), and \(10/81\) is the second-order coefficient of the exchange gradient expansion. The numerical theorems use the PBE values \(\mu=0.21951\) and \(\kappa=0.804\). Because this \(\mu\) differs from \(10/81\), matching the fourth-order coefficient does not make \(F\) reproduce the gradient expansion at second order.

The target comes from the fourth-order terms \(\tfrac{146}{2025}q^2-\tfrac{73}{405}qs^2\) of the exchange gradient expansion, with the coefficient of its separate \(s^4\) term taken as zero. Setting \(q=\tfrac23s^2\) turns them into a multiple of \(s^4\), with coefficient
\[
\beta_0=\tfrac{146}{2025}\cdot\tfrac49-\tfrac{73}{405}\cdot\tfrac23=-\tfrac{1606}{18225}\approx-0.08812,
\]
which is `quarticTarget`. The substitution is a postulate that lets a functional of \(s\) alone represent the Laplacian terms; it is not an identity for general densities.

## What the limits state

The main theorem, `wcFactor_quartic`, says that for \(\kappa\neq0\) and all real \(\mu,c\),
\[
\frac{F(s)-1-\mu s^2}{s^4}\longrightarrow c-\left(\mu-\tfrac{10}{81}\right)-\frac{\mu^2}{\kappa}.
\]
The filter `𝓝[≠] 0` means that \(s\) approaches zero without being zero. Both signs of \(s\) are allowed, although a physical \(s\) is nonnegative. No sign condition on \(c\) is needed, because \(1+cs^4\) is positive near \(s=0\).

By `wcFactor_constant_iff`, this quotient has a prescribed limit \(\beta\) exactly when \(c=\beta+(\mu-10/81)+\mu^2/\kappa\). The last two theorems evaluate \(c\) for the target \(\beta_0\), each to within \(10^{-5}\): matching \(x\) gives \(0.00793\), the published constant, and matching \(F\) gives \(0.06786\).

For anyone implementing or rederiving this exchange functional, the published \(c\) therefore belongs to the expansion of \(x\), a statement about small \(s\) only. The theorems give no error bound at finite \(s\) and do not address the accuracy of computed properties of solids.

## Expanding the argument

Subtracting \(\mu s^2\) and dividing by \(s^4\) gives, for \(s\neq0\) near zero,
\[
\frac{x-\mu s^2}{s^4}=\left(\mu-\tfrac{10}{81}\right)\frac{e^{-s^2}-1}{s^2}+\frac{\ln(1+cs^4)}{s^4}.
\]
The first fraction on the right tends to \(-1\), the slope of \(e^{-t}-1\) at \(t=0\). The second tends to \(c\), the slope of \(\ln(1+ct)\) there. Hence the quartic coefficient of \(x\) is
\[
a=c-\left(\mu-\tfrac{10}{81}\right).
\]

The lemma `tendsto_comp_pow_div` supplies both limits: if \(f(0)=0\) and \(f\) is differentiable at zero, then \(f(s^n)/s^n\to f'(0)\) for \(n\geq1\). Its proof composes the difference quotient of \(f\) with \(s\mapsto s^n\), which tends to zero through nonzero values. In `wcArgument_quartic`, `hexp` and `hlog` are the two derivatives, used with \(n=2\) and \(n=4\). The closing `field_simp` and `ring` verify the displayed identity.

## The shift caused by the outer formula

When \(\kappa\) and \(\kappa+x\) are nonzero,
\[
F=1+\kappa-\frac{\kappa^2}{\kappa+x}=1+\frac{\kappa x}{\kappa+x}=1+x-\frac{x^2}{\kappa+x},
\]
which is `pbeForm_eq`. Consequently
\[
\frac{F-1-\mu s^2}{s^4}=\frac{x-\mu s^2}{s^4}-\frac{(x/s^2)^2}{\kappa+x}.
\]
The first term tends to \(a\). For the second,
\[
\frac{x}{s^2}=\mu+s^2\,\frac{x-\mu s^2}{s^4}\longrightarrow\mu,
\]
so \(x\to0\) and \(\kappa+x\to\kappa\). The quotient therefore tends to \(a-\mu^2/\kappa\).

The theorem `pbeForm_quartic` proves this for any argument with the expansion \(\mu s^2+as^4\) to fourth order. Its steps `hr` and `hden` are the limits of \(x/s^2\) and \(\kappa+x\), and `hlim` combines them. The PBE choice \(x=\mu s^2\) has \(a=0\), so its enhancement factor has quartic coefficient \(-\mu^2/\kappa\). Inserting the Wu–Cohen value of \(a\) gives the main theorem.

## Solving for the constant

A function has at most one limit here, so a prescribed \(\beta\) must equal the coefficient just found. Solving that linear equation for \(c\) gives one direction of `wcFactor_constant_iff`; substituting the solution back gives the other. The two matching conditions yield
\[
c_x=\beta_0+\mu-\tfrac{10}{81}\approx0.00793,
\]
\[
c_F=c_x+\frac{\mu^2}{\kappa}\approx0.06786.
\]
The final proofs obtain these equations from the assumed limits and check the decimal bounds with `norm_num`, aided by `linarith` in the first case.

## Two cases where the limit fails

The condition \(\kappa\neq0\) is needed. Lean sets division by zero to zero, so `pbeForm 0 x` equals \(1\); with \(\mu=1\) the quotient is \(-1/s^2\), which diverges.

The general theorem also needs its assumption on \(x\). For \(\kappa=1\) and \(x=\mu s^2+|s|^3\), the leading term is still \(\mu s^2\), but \((x-\mu s^2)/s^4=1/|s|\) has no finite limit. The subtracted term \((x/s^2)^2/(1+x)\) stays bounded near zero, so the quotient for \(F\) diverges as well.
